# Excited-state targeting: the minimum of \(\langle\psi,(w-H)\psi\rangle/\|(w-H)\psi\|^2\)

## Physical setting

Minimising the energy \(\langle\psi,H\psi\rangle/\langle\psi,\psi\rangle\) of a Hamiltonian \(H\) over nonzero states \(\psi\) leads to the ground state, so an excited state is never the global minimum. The energy variance does not select one either, since it vanishes on every eigenstate. One way to reach a particular excited level by unconstrained minimisation is to use a functional whose global minimum lies at that level and nowhere else; other approaches, such as minimising the energy under orthogonality to the lower states, are not treated here.

Fix a real energy \(w\) and define
\[
\Omega_w(\psi)=\frac{N}{D},\qquad N=\langle\psi,(w-H)\psi\rangle,\qquad D=\|(w-H)\psi\|^2 .
\]
Multiplying \(\psi\) by a nonzero complex number \(\alpha\) multiplies \(N\) and \(D\) by \(|\alpha|^2\), so \(\psi\) need not be normalised. For variational Monte Carlo, \(\Omega_w\) is a cost function that can be aimed at an excited level by the choice of \(w\); the result below concerns its exact value for a Hamiltonian on a finite-dimensional space, such as a finite spin lattice or a finite orbital basis.

## Statement

Let \(H\) be Hermitian on a finite-dimensional complex inner-product space \(V\), and let \(w\) be real and not an eigenvalue of \(H\).

If there is a smallest eigenvalue \(E\) above \(w\), then every \(\psi\neq 0\) has
\[
\Omega_w(\psi)\ \ge\ \frac{1}{w-E},
\]
the bound is attained, and equality holds if and only if \(H\psi=E\psi\).

If instead \(E\) is the largest eigenvalue below \(w\), then \(1/(w-E)\) is the greatest value of \(\Omega_w\) on nonzero states, with the same equality case.

## Derivation

Take an orthonormal basis \(b_i\) of eigenvectors, \(Hb_i=\lambda_i b_i\) with \(\lambda_i\) real, and put \(c_i=\langle b_i,\psi\rangle\).

1. For any real \(a\), moving \(H\) to the left argument gives
\[
\langle b_i,(a-H)\psi\rangle=a\,c_i-\langle Hb_i,\psi\rangle=(a-\lambda_i)\,c_i .
\]
2. Insert the basis into \(N\) and \(D\), using \(\langle\psi,b_i\rangle=\overline{c_i}\):
\[
N=\sum_i (w-\lambda_i)|c_i|^2,\qquad D=\sum_i (w-\lambda_i)^2|c_i|^2 .
\]
3. Since \((w-\lambda_i)-(w-E)=E-\lambda_i\),
\[
D-(w-E)N=\sum_i (w-\lambda_i)(E-\lambda_i)|c_i|^2 .
\]
4. Let \(E\) be the smallest eigenvalue above \(w\). If \(\lambda_i\le w\), both factors are non-negative because \(w<E\). If \(\lambda_i>w\), then \(\lambda_i\ge E\) and both factors are non-positive. Every term is therefore non-negative, and \((w-E)N\le D\).
5. \(D>0\), because \((w-H)\psi=0\) with \(\psi\ne0\) would make \(w\) an eigenvalue. Dividing by \(D\) gives \((w-E)\,\Omega_w(\psi)\le 1\). Dividing by the negative number \(w-E\) reverses the inequality and gives the lower bound.
6. Equality makes every term in step 3 vanish. As \(w-\lambda_i\neq0\), this means \((E-\lambda_i)|c_i|^2=0\) for all \(i\). Step 2 with \(E\) in place of \(w\) then gives \(\|(E-H)\psi\|^2=\sum_i(E-\lambda_i)^2|c_i|^2=0\), so \(H\psi=E\psi\).
7. Conversely, if \(H\psi=\mu\psi\) with \(\psi\neq0\) and \(\mu\ne w\), then \(N=(w-\mu)\|\psi\|^2\) and \(D=(w-\mu)^2\|\psi\|^2\), so \((w-\mu)\,\Omega_w(\psi)=1\). With \(\mu=E\) the bound is attained.

For \(E\) the largest eigenvalue below \(w\), every \(\lambda_i\) is at least \(w\) or at most \(E\), so the products in step 4 are again non-negative. Now \(w-E>0\), and the division in step 5 yields an upper bound.

As a numerical instance, take three levels \(\lambda_0=0\), \(\lambda_1=3\), \(\lambda_2=5\) and \(w=2\), so that \(w-\lambda_i=2,-1,-3\). The eigenstates have \(\Omega_w=1/2,\,-1,\,-1/3\). The minimum is \(-1\), at \(E=3\), and the maximum is \(1/2\), at the level \(0\). The normalised state \(\psi=\sqrt{2/5}\,b_0+\sqrt{3/5}\,b_2\) has energy \(5\cdot\tfrac35=3\), equal to the target level, although it has no component along \(b_1\). Here
\[
N=\tfrac45-\tfrac95=-1,\qquad D=\tfrac85+\tfrac{27}5=7,\qquad \Omega_w=-\tfrac17>-1 .
\]
Step 3 checks: the left side is \(7-(-1)(-1)=6\), and the right side is \(2\cdot3\cdot\tfrac25+(-3)(-2)\cdot\tfrac35=6\).

## What the formal version assumes

The space `V` is a complex inner-product space with `FiniteDimensional ℂ V`. The Hamiltonian is a linear map `H : V →ₗ[ℂ] V`, and `H.IsSymmetric` says \(\langle H\phi,\psi\rangle=\langle\phi,H\psi\rangle\) for all vectors \(\phi,\psi\). The bracket `⟪ψ, resid H w ψ⟫_ℂ` is conjugate-linear in its first argument, as in Dirac notation, and `resid H w ψ` is the vector \((w-H)\psi\). `IsEigenvalue H μ` says that the real number \(\mu\) has a nonzero eigenvector.

`targetFunctional H w ψ` is \(\Omega_w(\psi)\) with the real part of the numerator taken explicitly; `numerator_real` shows that the imaginary part is zero for Hermitian \(H\). Lean assigns the value zero to a quotient by zero, and the hypotheses `ψ ≠ 0` and `hw : ¬ IsEigenvalue H w` keep the theorems away from that case.

In `excited_state_targeting`, the hypothesis `IsLeast {μ | IsEigenvalue H μ ∧ w < μ} E` says that \(E\) is an eigenvalue above \(w\) and that no eigenvalue above \(w\) is smaller. The existence of such a level is assumed; it fails when \(w\) lies above the whole spectrum. The first conclusion, again an `IsLeast`, says that \(1/(w-E)\) belongs to the set of values of \(\Omega_w\) on nonzero vectors and bounds that set from below. The second is the equivalence between equality and `H ψ = (E : ℂ) • ψ`. The theorem `targeting_from_above` has `IsGreatest` in both places.

Degeneracy is allowed: the minimisers are all nonzero vectors of the eigenspace of \(E\). If \(w\) lies below the spectrum, \(E\) is the ground-state energy. In one dimension \(H\) is multiplication by \(E\), and every nonzero state gives equality.

Unbounded operators and continuous spectra are not covered, so a real-space electronic Hamiltonian enters only through its projection onto the span of a finite basis, and \(D\) is then formed with the projected Hamiltonian, not with the full operator. The statistical error of a sampled \(N/D\) and the convergence of an optimiser are not treated. For a parametrised family of nonzero trial states the bound applies to each member, and a member reaches it only by being an eigenvector for \(E\).

## The Lean file

```lean
import Mathlib

open scoped InnerProductSpace

namespace ExcitedStateTargeting

noncomputable section

variable {V : Type*} [NormedAddCommGroup V] [InnerProductSpace ℂ V]

/-- The real number `μ` is an eigenvalue of `H`: `H v = μ v` for some nonzero `v`. -/
def IsEigenvalue (H : V →ₗ[ℂ] V) (μ : ℝ) : Prop :=
  ∃ v : V, v ≠ 0 ∧ H v = (μ : ℂ) • v

/-- The vector `(w - H) ψ`. -/
def resid (H : V →ₗ[ℂ] V) (w : ℝ) (ψ : V) : V := (w : ℂ) • ψ - H ψ

/-- The targeting functional `Ω_w(ψ) = Re ⟨ψ, (w - H) ψ⟩ / ‖(w - H) ψ‖²`. -/
def targetFunctional (H : V →ₗ[ℂ] V) (w : ℝ) (ψ : V) : ℝ :=
  (⟪ψ, resid H w ψ⟫_ℂ).re / ‖resid H w ψ‖ ^ 2

/-- For Hermitian `H` and real `w`, the numerator `⟨ψ, (w - H) ψ⟩` is real. -/
theorem numerator_real {H : V →ₗ[ℂ] V} (hH : H.IsSymmetric) (w : ℝ) (ψ : V) :
    (⟪ψ, resid H w ψ⟫_ℂ).im = 0 := by
  apply Complex.conj_eq_iff_im.mp
  rw [inner_conj_symm]
  unfold resid
  rw [inner_sub_left, inner_sub_right, inner_smul_left, inner_smul_right,
    Complex.conj_ofReal, hH ψ ψ]

/-- If `w` is not an eigenvalue and `ψ ≠ 0`, the denominator `‖(w - H) ψ‖²` is positive. -/
theorem denominator_pos {H : V →ₗ[ℂ] V} {w : ℝ} (hw : ¬ IsEigenvalue H w) {ψ : V}
    (hψ : ψ ≠ 0) : 0 < ‖resid H w ψ‖ ^ 2 := by
  have h : resid H w ψ ≠ 0 := fun h => hw ⟨ψ, hψ, (sub_eq_zero.mp h).symm⟩
  exact pow_pos (norm_pos_iff.mpr h) 2

/-- For Hermitian `H` with `H v = μ v`, one has `⟨v, (a - H) ψ⟩ = (a - μ) ⟨v, ψ⟩`. -/
theorem inner_resid {H : V →ₗ[ℂ] V} (hH : H.IsSymmetric) {v : V} {μ : ℝ}
    (hv : H v = (μ : ℂ) • v) (a : ℝ) (ψ : V) :
    ⟪v, resid H a ψ⟫_ℂ = ((a - μ : ℝ) : ℂ) * ⟪v, ψ⟫_ℂ := by
  unfold resid
  rw [inner_sub_right, inner_smul_right, ← hH v ψ, hv, inner_smul_left, Complex.conj_ofReal]
  push_cast
  ring

/-- In an orthonormal eigenbasis `b` with eigenvalues `lam`, the numerator is
`∑ (a - lam i) |⟨b i, ψ⟩|²` and the denominator is `∑ (a - lam i)² |⟨b i, ψ⟩|²`. -/
theorem spectral_expansion {ι : Type*} [Fintype ι] {H : V →ₗ[ℂ] V} (hH : H.IsSymmetric)
    (b : OrthonormalBasis ι ℂ V) (lam : ι → ℝ) (hb : ∀ i, H (b i) = (lam i : ℂ) • b i)
    (a : ℝ) (ψ : V) :
    (⟪ψ, resid H a ψ⟫_ℂ).re = ∑ i, (a - lam i) * ‖⟪b i, ψ⟫_ℂ‖ ^ 2 ∧
      ‖resid H a ψ‖ ^ 2 = ∑ i, (a - lam i) ^ 2 * ‖⟪b i, ψ⟫_ℂ‖ ^ 2 := by
  constructor
  · rw [← b.sum_inner_mul_inner ψ (resid H a ψ), Complex.re_sum]
    refine Finset.sum_congr rfl fun i _ => ?_
    rw [inner_resid hH (hb i), ← inner_conj_symm ψ (b i)]
    generalize ⟪b i, ψ⟫_ℂ = c
    rw [Complex.sq_norm, Complex.normSq_apply]
    simp
    ring
  · rw [← b.sum_sq_norm_inner_right (resid H a ψ)]
    refine Finset.sum_congr rfl fun i _ => ?_
    rw [inner_resid hH (hb i), norm_mul, mul_pow, Complex.norm_real, Real.norm_eq_abs, sq_abs]

/-- If `ψ ≠ 0`, `H ψ = μ ψ` and `w ≠ μ`, then `(w - μ) Ω_w(ψ) = 1`. -/
theorem target_eigenvector {H : V →ₗ[ℂ] V} {w μ : ℝ} (hwμ : w ≠ μ) {ψ : V} (hψ : ψ ≠ 0)
    (h : H ψ = (μ : ℂ) • ψ) : (w - μ) * targetFunctional H w ψ = 1 := by
  have hr : resid H w ψ = ((w - μ : ℝ) : ℂ) • ψ := by
    unfold resid
    rw [h, Complex.ofReal_sub, sub_smul]
  have hs : (⟪ψ, ψ⟫_ℂ).re = ‖ψ‖ ^ 2 := inner_self_eq_norm_sq (𝕜 := ℂ) ψ
  have ha : w - μ ≠ 0 := sub_ne_zero.mpr hwμ
  have hn : ‖ψ‖ ≠ 0 := norm_ne_zero_iff.mpr hψ
  unfold targetFunctional
  rw [hr, inner_smul_right, Complex.re_ofReal_mul, hs, norm_smul, mul_pow, Complex.norm_real,
    Real.norm_eq_abs, sq_abs]
  field_simp

variable [FiniteDimensional ℂ V]

/-- If `w` is not an eigenvalue of the Hermitian `H` and `(w - μ)(E - μ) ≥ 0` for every
eigenvalue `μ`, then `(w - E) Re ⟨ψ, (w - H) ψ⟩ ≤ ‖(w - H) ψ‖²`, and equality forces `H ψ = E ψ`. -/
theorem gap_inequality {H : V →ₗ[ℂ] V} (hH : H.IsSymmetric) {w E : ℝ}
    (hw : ¬ IsEigenvalue H w) (hgap : ∀ μ, IsEigenvalue H μ → 0 ≤ (w - μ) * (E - μ)) (ψ : V) :
    (w - E) * (⟪ψ, resid H w ψ⟫_ℂ).re ≤ ‖resid H w ψ‖ ^ 2 ∧
      ((w - E) * (⟪ψ, resid H w ψ⟫_ℂ).re = ‖resid H w ψ‖ ^ 2 → H ψ = (E : ℂ) • ψ) := by
  -- spectral theorem
  obtain ⟨b, lam, hb⟩ : ∃ (b : OrthonormalBasis (Fin (Module.finrank ℂ V)) ℂ V)
      (lam : Fin (Module.finrank ℂ V) → ℝ), ∀ i, H (b i) = (lam i : ℂ) • b i :=
    ⟨hH.eigenvectorBasis rfl, hH.eigenvalues rfl, fun i => hH.apply_eigenvectorBasis rfl i⟩
  have heig : ∀ i, IsEigenvalue H (lam i) := fun i => ⟨b i, b.orthonormal.ne_zero i, hb i⟩
  obtain ⟨hN, hD⟩ := spectral_expansion hH b lam hb w ψ
  -- the difference is a sum of non-negative terms
  have hdiff : ‖resid H w ψ‖ ^ 2 - (w - E) * (⟪ψ, resid H w ψ⟫_ℂ).re
      = ∑ i, (w - lam i) * (E - lam i) * ‖⟪b i, ψ⟫_ℂ‖ ^ 2 := by
    rw [hN, hD, Finset.mul_sum, ← Finset.sum_sub_distrib]
    exact Finset.sum_congr rfl fun i _ => by ring
  have hterm : ∀ i ∈ Finset.univ, 0 ≤ (w - lam i) * (E - lam i) * ‖⟪b i, ψ⟫_ℂ‖ ^ 2 :=
    fun i _ => mul_nonneg (hgap _ (heig i)) (sq_nonneg _)
  have hsum := Finset.sum_nonneg hterm
  refine ⟨by linarith, fun heq => ?_⟩
  have hzero := (Finset.sum_eq_zero_iff_of_nonneg hterm).mp (by linarith)
  -- every component of `(E - H) ψ` vanishes
  have hE : ‖resid H E ψ‖ ^ 2 = 0 := by
    rw [(spectral_expansion hH b lam hb E ψ).2]
    refine Finset.sum_eq_zero fun i hi => ?_
    have hne : w - lam i ≠ 0 := fun h => hw (by rw [sub_eq_zero.mp h]; exact heig i)
    have h1 := hzero i hi
    rw [mul_assoc] at h1
    have h2 := (mul_eq_zero.mp h1).resolve_left hne
    linear_combination (E - lam i) * h2
  have hr : resid H E ψ = 0 := norm_eq_zero.mp ((pow_eq_zero_iff two_ne_zero).mp hE)
  exact (sub_eq_zero.mp hr).symm

/-- If `w` is not an eigenvalue of the Hermitian `H` and `(w - μ)(E - μ) ≥ 0` for every
eigenvalue `μ`, then every nonzero `ψ` has `(w - E) Ω_w(ψ) ≤ 1`, with equality
exactly when `H ψ = E ψ`. -/
theorem scaled_bound {H : V →ₗ[ℂ] V} (hH : H.IsSymmetric) {w E : ℝ}
    (hw : ¬ IsEigenvalue H w) (hgap : ∀ μ, IsEigenvalue H μ → 0 ≤ (w - μ) * (E - μ))
    {ψ : V} (hψ : ψ ≠ 0) :
    (w - E) * targetFunctional H w ψ ≤ 1 ∧
      ((w - E) * targetFunctional H w ψ = 1 ↔ H ψ = (E : ℂ) • ψ) := by
  have hD := denominator_pos hw hψ
  obtain ⟨h1, h2⟩ := gap_inequality hH hw hgap ψ
  refine ⟨?_, fun h => ?_, fun h => ?_⟩
  · unfold targetFunctional
    rw [← mul_div_assoc, div_le_one hD]
    exact h1
  · unfold targetFunctional at h
    rw [← mul_div_assoc, div_eq_one_iff_eq hD.ne'] at h
    exact h2 h
  · exact target_eigenvector (fun e => hw ⟨ψ, hψ, by rw [e]; exact h⟩) hψ h

/-- If `w` is not an eigenvalue of the Hermitian `H` and `E` is the smallest eigenvalue above
`w`, the minimum of `Ω_w` over nonzero states is `1 / (w - E)`, attained exactly when
`H ψ = E ψ`. -/
theorem excited_state_targeting {H : V →ₗ[ℂ] V} (hH : H.IsSymmetric) {w E : ℝ}
    (hw : ¬ IsEigenvalue H w) (hE : IsLeast {μ | IsEigenvalue H μ ∧ w < μ} E) :
    IsLeast {x | ∃ ψ : V, ψ ≠ 0 ∧ targetFunctional H w ψ = x} (1 / (w - E)) ∧
      ∀ ψ : V, ψ ≠ 0 → (targetFunctional H w ψ = 1 / (w - E) ↔ H ψ = (E : ℂ) • ψ) := by
  obtain ⟨⟨⟨v, hv0, hv⟩, hwE⟩, hmin⟩ := hE
  have ha : w - E < 0 := by linarith
  -- each eigenvalue is at most `w` or at least `E`
  have hgap : ∀ μ, IsEigenvalue H μ → 0 ≤ (w - μ) * (E - μ) := by
    intro μ hμ
    rcases le_or_gt μ w with h | h
    · exact mul_nonneg (by linarith) (by linarith)
    · have h' : E ≤ μ := hmin ⟨hμ, h⟩
      exact mul_nonneg_of_nonpos_of_nonpos (by linarith) (by linarith)
  have heq : ∀ ψ : V, ψ ≠ 0 →
      (targetFunctional H w ψ = 1 / (w - E) ↔ H ψ = (E : ℂ) • ψ) := by
    intro ψ hψ
    rw [eq_div_iff ha.ne, mul_comm]
    exact (scaled_bound hH hw hgap hψ).2
  refine ⟨⟨⟨v, hv0, (heq v hv0).mpr hv⟩, ?_⟩, heq⟩
  rintro x ⟨ψ, hψ, rfl⟩
  rw [div_le_iff_of_neg ha, mul_comm]
  exact (scaled_bound hH hw hgap hψ).1

/-- If `w` is not an eigenvalue of the Hermitian `H` and `E` is the largest eigenvalue below
`w`, the maximum of `Ω_w` over nonzero states is `1 / (w - E)`, attained exactly when
`H ψ = E ψ`. -/
theorem targeting_from_above {H : V →ₗ[ℂ] V} (hH : H.IsSymmetric) {w E : ℝ}
    (hw : ¬ IsEigenvalue H w) (hE : IsGreatest {μ | IsEigenvalue H μ ∧ μ < w} E) :
    IsGreatest {x | ∃ ψ : V, ψ ≠ 0 ∧ targetFunctional H w ψ = x} (1 / (w - E)) ∧
      ∀ ψ : V, ψ ≠ 0 → (targetFunctional H w ψ = 1 / (w - E) ↔ H ψ = (E : ℂ) • ψ) := by
  obtain ⟨⟨⟨v, hv0, hv⟩, hwE⟩, hmax⟩ := hE
  have ha : 0 < w - E := by linarith
  have hgap : ∀ μ, IsEigenvalue H μ → 0 ≤ (w - μ) * (E - μ) := by
    intro μ hμ
    rcases le_or_gt w μ with h | h
    · exact mul_nonneg_of_nonpos_of_nonpos (by linarith) (by linarith)
    · have h' : μ ≤ E := hmax ⟨hμ, h⟩
      exact mul_nonneg (by linarith) (by linarith)
  have heq : ∀ ψ : V, ψ ≠ 0 →
      (targetFunctional H w ψ = 1 / (w - E) ↔ H ψ = (E : ℂ) • ψ) := by
    intro ψ hψ
    rw [eq_div_iff ha.ne', mul_comm]
    exact (scaled_bound hH hw hgap hψ).2
  refine ⟨⟨⟨v, hv0, (heq v hv0).mpr hv⟩, ?_⟩, heq⟩
  rintro x ⟨ψ, hψ, rfl⟩
  rw [le_div_iff₀ ha, mul_comm]
  exact (scaled_bound hH hw hgap hψ).1

end

end ExcitedStateTargeting
```

```lean
#print axioms ExcitedStateTargeting.numerator_real
#print axioms ExcitedStateTargeting.excited_state_targeting
#print axioms ExcitedStateTargeting.targeting_from_above
```

```
'ExcitedStateTargeting.numerator_real' depends on axioms: [propext, Classical.choice, Quot.sound]
'ExcitedStateTargeting.excited_state_targeting' depends on axioms: [propext, Classical.choice, Quot.sound]
'ExcitedStateTargeting.targeting_from_above' depends on axioms: [propext, Classical.choice, Quot.sound]
```

## Notes on the proof

`inner_resid` is step 1 for an arbitrary eigenvector `v`; the rewrite `← hH v ψ` moves \(H\) across the inner product. `spectral_expansion` is step 2 for a general real `a`, so that it serves with \(a=w\) and later with \(a=E\). It inserts the basis into the numerator by `b.sum_inner_mul_inner` and uses the Parseval identity `b.sum_sq_norm_inner_right` for the denominator. The eigenbasis `b` and eigenvalues `lam` are arguments of this lemma.

`gap_inequality` is the first result to use the hypothesis `FiniteDimensional ℂ V`: `hH.eigenvectorBasis` and `hH.eigenvalues` supply the basis from the spectral theorem, and the order of the eigenvalues plays no role. The sign condition appears as the hypothesis `hgap`, that \((w-\mu)(E-\mu)\ge0\) for every eigenvalue \(\mu\), which serves both final theorems. Inside the proof, `hdiff` is step 3 and `hterm` the non-negativity of each term. For step 6, `Finset.sum_eq_zero_iff_of_nonneg` makes each term zero, `hne` removes the factor \(w-\lambda_i\), and `linear_combination (E - lam i) * h2` multiplies \((E-\lambda_i)|c_i|^2=0\) by \(E-\lambda_i\) to give the term of \(\|(E-H)\psi\|^2\).

`denominator_pos` is the positivity of \(D\), and `target_eigenvector` is step 7, which needs neither hermiticity nor finite dimension. `scaled_bound` combines these two with `gap_inequality` into \((w-E)\,\Omega_w(\psi)\le1\) with its equality case, without fixing the sign of \(w-E\).

The final theorems prove `hgap` by the case split of step 4: `le_or_gt μ w` with `hmin` in the first, `le_or_gt w μ` with `hmax` in the second. The eigenvector `v` contained in `hE` shows that the extremal value is attained. The last division is `div_le_iff_of_neg` when \(w-E<0\) and `le_div_iff₀` when \(w-E>0\).
